# Small-damping limits of a finite sum-over-states polarizability away from resonance

Write the polarizability at complex frequency \(z\) as a finite sum over excitations,

\[
\alpha(z)=\sum_n \frac{f_n}{E_n^2-z^2},
\]

with real strengths \(f_n\), real excitation energies \(E_n\) and \(\hbar=1\). A damped calculation at real frequency \(w\) evaluates \(\alpha(w+i\eta)\), with the same damping \(\eta\) for every excitation.

I run such calculations at frequencies well away from every \(E_n\). The imaginary part never vanishes, although nothing should absorb there. When I halve \(\eta\), it roughly halves, while the error in the real part falls by about a factor of four. Is the off-resonant absorption just an artefact of the damping? Do its size and the shift of the real part say anything about the undamped response, and what changes if I sit exactly on a line?

## Slope and curvature of the undamped response

In this model the off-resonant absorption comes entirely from the damping, and it is an artefact if \(\eta\) is only a chosen broadening: at fixed \(w\) with \(w^2\ne E_n^2\) for all \(n\), the imaginary part vanishes with the damping. Divided by \(\eta\), it tends to the slope of the undamped polarizability. The shift of the real part, divided by \(\eta^2\), tends to minus half the curvature. On a line of nonzero strength and energy, the absorption grows as \(1/\eta\) instead.

### From one oscillator to the sum

Let \(D_n=E_n^2-w^2\), and let \(\alpha_0(w)=\sum_n f_n/D_n\) be the undamped polarizability. Since \((w+i\eta)^2=w^2-\eta^2+2iw\eta\), each denominator is \(D_n+\eta^2-2iw\eta\). Its squared modulus is

\[
L_n(\eta)=(D_n+\eta^2)^2+4w^2\eta^2 .
\]

Multiplying numerator and denominator by the complex conjugate of the denominator gives, with no approximation,

\[
\operatorname{Re}\alpha(w+i\eta)=\sum_n\frac{f_n(D_n+\eta^2)}{L_n(\eta)},\qquad
\operatorname{Im}\alpha(w+i\eta)=\sum_n\frac{2w\eta f_n}{L_n(\eta)} .
\]

Off resonance \(L_n(\eta)\to D_n^2\ne0\), so dividing the imaginary part by \(\eta\) gives

\[
\frac{\operatorname{Im}\alpha(w+i\eta)}{\eta}\to 2w\sum_n\frac{f_n}{(E_n^2-w^2)^2}.
\]

For the real part, subtract the undamped term:

\[
\frac{D_n+\eta^2}{L_n}-\frac1{D_n}
=\frac{D_n^2+D_n\eta^2-L_n}{D_nL_n}
=-\frac{\eta^2(D_n+4w^2+\eta^2)}{D_nL_n}.
\]

Because \(D_n+4w^2=E_n^2+3w^2\), dividing by \(\eta^2\) and taking the limit gives

\[
\frac{\operatorname{Re}\alpha(w+i\eta)-\alpha_0(w)}{\eta^2}
\to-\sum_n\frac{f_n(E_n^2+3w^2)}{(E_n^2-w^2)^3}.
\]

These coefficients are derivatives of \(\alpha_0\). Since \(dD_n/dw=-2w\),

\[
\alpha_0'(w)=2w\sum_n\frac{f_n}{D_n^2},\qquad
\alpha_0''(w)=\sum_n f_n\left(\frac{2}{D_n^2}+\frac{8w^2}{D_n^3}\right)
=2\sum_n\frac{f_n(E_n^2+3w^2)}{D_n^3}.
\]

The two limits are therefore \(\alpha_0'(w)\) and \(-\alpha_0''(w)/2\). Your factors of two and four appear for small \(\eta\) when these coefficients are nonzero. At \(w=0\), for example, the imaginary part is exactly zero.

Now take a single oscillator with \(w=E\ne0\) and strength \(f\). Then \(L(\eta)=\eta^2(\eta^2+4E^2)\), and

\[
\eta\,\operatorname{Im}\alpha(E+i\eta)=\frac{2Ef}{\eta^2+4E^2}\to\frac{f}{2E}.
\]

For \(f\ne0\) the linear law thus fails at \(w=E\). The same cancellation gives a neighbouring result for the real part: \(\operatorname{Re}\alpha(E+i\eta)=f/(\eta^2+4E^2)\to f/(4E^2)\), which stays finite. This last limit follows from the exact formula but has no theorem in the file below.

### What the Lean statements say

The finite type `ι` labels the excitations, and `f` and `E` assign each one a real strength and energy. No signs are imposed, and `ι` may be empty, in which case all the sums are zero. `polarizability f E z` is \(\alpha(z)\), `undamped f E w` is \(\alpha_0(w)\), and `lineDenominator (E n) w η` is \(L_n(\eta)\). The theorem `polarizability_real` identifies \(\alpha\) on the real axis with \(\alpha_0\). Exactly on a line this equality has no physical content: it holds there because Lean sets a quotient with zero denominator to zero.

The hypothesis `∀ n, w ^ 2 ≠ E n ^ 2` says that the driving frequency matches no excitation energy, with either sign. Under it, `absorption_limit` and `dispersion_limit` state the two off-resonant limits. The filter `𝓝[≠] 0` lets \(\eta\) approach zero through nonzero values of either sign, so the physical limit \(\eta\to0^+\) is included. With time dependence \(e^{-izt}\), positive \(\eta\) describes a field switched on slowly from the distant past.

`undamped_derivatives` states the two derivative formulas: the first for \(\alpha_0\), the second for the limit of \(\operatorname{Im}\alpha(w+i\eta)/\eta\) as a function of frequency. `resonant_absorption` treats one oscillator, labelled by `Unit`, driven at its own nonzero energy.

The damping is a postulated constant that stands for a finite lifetime or a chosen broadening; it is not derived from a relaxation mechanism. A Lorentz model with denominator \(E_n^2-w^2-i\gamma w\) and \(\gamma=2\eta\) has no \(\eta^2\) in the real part of that denominator. The coefficient of \(\eta\) in the imaginary part of the polarizability is the same, but the coefficient of \(\eta^2\) in its real part becomes \(-\sum_n 4w^2f_n/(E_n^2-w^2)^3\). The limits hold at each fixed \(w\), with no uniformity as \(w\) approaches a line, and a continuous spectrum lies outside the finite sum.

For damped linear-response calculations in density functional theory whose response has this form, with finitely many fixed excitations and one common \(\eta\), the result tells you how to read a small off-resonant imaginary part: to leading order it is \(\eta\) times the slope of the undamped polarizability \(\alpha_0\) as a function of frequency.

```lean
import Mathlib

open Filter Topology

namespace DampedPolarizability

noncomputable section

variable {ι : Type*} [Fintype ι]

/-- Sum-over-states polarizability at complex frequency `z`, with strengths `f n` and
excitation energies `E n`; its domain is `z ^ 2 ≠ E n ^ 2` for all `n`. -/
def polarizability (f E : ι → ℝ) (z : ℂ) : ℂ :=
  ∑ n, (f n : ℂ) / ((E n : ℂ) ^ 2 - z ^ 2)

/-- Undamped polarizability at real frequency `w`; its domain is `w ^ 2 ≠ E n ^ 2`
for all `n`. -/
def undamped (f E : ι → ℝ) (w : ℝ) : ℝ :=
  ∑ n, f n / (E n ^ 2 - w ^ 2)

/-- The squared modulus of `E ^ 2 - (w + i η) ^ 2`, written in real form. -/
def lineDenominator (E w η : ℝ) : ℝ :=
  (E ^ 2 - w ^ 2 + η ^ 2) ^ 2 + 4 * w ^ 2 * η ^ 2

/-- On the real frequency axis the complex polarizability is the undamped one. -/
theorem polarizability_real (f E : ι → ℝ) (w : ℝ) :
    polarizability f E (w : ℂ) = (undamped f E w : ℂ) := by
  unfold polarizability undamped
  push_cast
  rfl

/-- The line denominator is positive if the frequency is off resonance or the damping
is nonzero. -/
theorem lineDenominator_pos {E w η : ℝ} (h : w ^ 2 ≠ E ^ 2 ∨ η ≠ 0) :
    0 < lineDenominator E w η := by
  unfold lineDenominator
  rcases eq_or_ne η 0 with rfl | hη
  · have hD : E ^ 2 - w ^ 2 ≠ 0 := sub_ne_zero.2 (h.resolve_right (by simp)).symm
    have e : (E ^ 2 - w ^ 2 + 0 ^ 2) ^ 2 + 4 * w ^ 2 * 0 ^ 2 = (E ^ 2 - w ^ 2) ^ 2 := by
      ring
    rw [e]
    exact lt_of_le_of_ne (sq_nonneg _) (pow_ne_zero 2 hD).symm
  · rcases eq_or_ne w 0 with rfl | hw
    · have e : (E ^ 2 - 0 ^ 2 + η ^ 2) ^ 2 + 4 * 0 ^ 2 * η ^ 2 = (E ^ 2 + η ^ 2) ^ 2 := by
        ring
      rw [e]
      positivity
    · positivity

/-- One oscillator term split into real and imaginary parts, off resonance or at nonzero
damping. -/
theorem oscillator_term (f : ℝ) {E w η : ℝ} (h : w ^ 2 ≠ E ^ 2 ∨ η ≠ 0) :
    (f : ℂ) / ((E : ℂ) ^ 2 - ((w : ℂ) + η * Complex.I) ^ 2) =
      ((f * (E ^ 2 - w ^ 2 + η ^ 2) / lineDenominator E w η : ℝ) : ℂ) +
      ((f * (2 * w * η) / lineDenominator E w η : ℝ) : ℂ) * Complex.I := by
  have hd : (lineDenominator E w η : ℂ) ≠ 0 := by
    exact_mod_cast (lineDenominator_pos h).ne'
  -- multiply by the complex conjugate of the denominator
  have hprod : ((E : ℂ) ^ 2 - ((w : ℂ) + η * Complex.I) ^ 2) *
      ((E : ℂ) ^ 2 - w ^ 2 + η ^ 2 + 2 * w * η * Complex.I) =
      (lineDenominator E w η : ℂ) := by
    unfold lineDenominator
    push_cast
    linear_combination (-(4 * (w : ℂ) ^ 2 * η ^ 2) - (η : ℂ) ^ 2 *
      ((E : ℂ) ^ 2 - w ^ 2 + η ^ 2 + 2 * w * η * Complex.I)) * Complex.I_sq
  have hz : (E : ℂ) ^ 2 - ((w : ℂ) + η * Complex.I) ^ 2 ≠ 0 := by
    intro h0
    rw [h0, zero_mul] at hprod
    exact hd hprod.symm
  rw [div_eq_iff hz]
  calc (f : ℂ) = f / (lineDenominator E w η : ℂ) * (lineDenominator E w η : ℂ) :=
        (div_mul_cancel₀ _ hd).symm
    _ = f / (lineDenominator E w η : ℂ) *
        (((E : ℂ) ^ 2 - ((w : ℂ) + η * Complex.I) ^ 2) *
        ((E : ℂ) ^ 2 - w ^ 2 + η ^ 2 + 2 * w * η * Complex.I)) := by rw [hprod]
    _ = _ := by
        push_cast
        ring

/-- Exact dispersive and absorptive parts of the polarizability at damping `η`, when each
oscillator is off resonance or the damping is nonzero. -/
theorem damped_parts (f E : ι → ℝ) {w η : ℝ} (h : ∀ n, w ^ 2 ≠ E n ^ 2 ∨ η ≠ 0) :
    (polarizability f E ((w : ℂ) + η * Complex.I)).re =
      ∑ n, f n * (E n ^ 2 - w ^ 2 + η ^ 2) / lineDenominator (E n) w η ∧
    (polarizability f E ((w : ℂ) + η * Complex.I)).im =
      ∑ n, f n * (2 * w * η) / lineDenominator (E n) w η := by
  have key : polarizability f E ((w : ℂ) + η * Complex.I) =
      ((∑ n, f n * (E n ^ 2 - w ^ 2 + η ^ 2) / lineDenominator (E n) w η : ℝ) : ℂ) +
      ((∑ n, f n * (2 * w * η) / lineDenominator (E n) w η : ℝ) : ℂ) * Complex.I := by
    rw [Complex.ofReal_sum, Complex.ofReal_sum, Finset.sum_mul, ← Finset.sum_add_distrib]
    exact Finset.sum_congr rfl fun n _ => oscillator_term (f n) (h n)
  rw [key]
  constructor
  · rw [Complex.add_re, Complex.re_ofReal_mul, Complex.ofReal_re, Complex.I_re,
      mul_zero, add_zero]
  · rw [Complex.add_im, Complex.im_ofReal_mul, Complex.ofReal_im, Complex.I_im,
      mul_one, zero_add]

/-- As the damping vanishes, the line denominator tends to `(E ^ 2 - w ^ 2) ^ 2`. -/
theorem lineDenominator_tendsto (E w : ℝ) :
    Tendsto (fun η : ℝ => lineDenominator E w η) (𝓝[≠] 0) (𝓝 ((E ^ 2 - w ^ 2) ^ 2)) := by
  have hc : Continuous (fun η : ℝ => lineDenominator E w η) := by
    unfold lineDenominator
    fun_prop
  exact (hc.tendsto' 0 _ (by simp [lineDenominator])).mono_left nhdsWithin_le_nhds

/-- Off resonance, the absorptive part divided by the damping `η` tends to
`2 w ∑ f / (E ^ 2 - w ^ 2) ^ 2` as `η` tends to zero. -/
theorem absorption_limit (f E : ι → ℝ) {w : ℝ} (h : ∀ n, w ^ 2 ≠ E n ^ 2) :
    Tendsto (fun η : ℝ => (polarizability f E ((w : ℂ) + η * Complex.I)).im / η)
      (𝓝[≠] 0) (𝓝 (2 * w * ∑ n, f n / (E n ^ 2 - w ^ 2) ^ 2)) := by
  have hlim : Tendsto (fun η : ℝ => 2 * w * ∑ n, f n / lineDenominator (E n) w η)
      (𝓝[≠] 0) (𝓝 (2 * w * ∑ n, f n / (E n ^ 2 - w ^ 2) ^ 2)) :=
    (tendsto_finsetSum _ fun n _ => tendsto_const_nhds.div
      (lineDenominator_tendsto (E n) w)
      (pow_ne_zero 2 (sub_ne_zero.2 (h n).symm))).const_mul (2 * w)
  refine hlim.congr' ?_
  filter_upwards [self_mem_nhdsWithin] with η hη
  have hη' : η ≠ 0 := hη
  -- one factor of the damping cancels exactly
  rw [(damped_parts f E fun n => Or.inl (h n)).2, Finset.sum_div, Finset.mul_sum]
  refine Finset.sum_congr rfl fun n _ => ?_
  rw [eq_div_iff hη']
  ring

/-- Off resonance, the shift of the dispersive part from its undamped value, divided by
`η ^ 2`, tends to `-∑ f (E ^ 2 + 3 w ^ 2) / (E ^ 2 - w ^ 2) ^ 3` as `η` tends to zero. -/
theorem dispersion_limit (f E : ι → ℝ) {w : ℝ} (h : ∀ n, w ^ 2 ≠ E n ^ 2) :
    Tendsto (fun η : ℝ => ((polarizability f E ((w : ℂ) + η * Complex.I)).re -
        undamped f E w) / η ^ 2)
      (𝓝[≠] 0) (𝓝 (-∑ n, f n * (E n ^ 2 + 3 * w ^ 2) / (E n ^ 2 - w ^ 2) ^ 3)) := by
  have hD : ∀ n, E n ^ 2 - w ^ 2 ≠ 0 := fun n => sub_ne_zero.2 (h n).symm
  have hlim : Tendsto (fun η : ℝ => -∑ n, f n * (E n ^ 2 + 3 * w ^ 2 + η ^ 2) /
        ((E n ^ 2 - w ^ 2) * lineDenominator (E n) w η))
      (𝓝[≠] 0) (𝓝 (-∑ n, f n * (E n ^ 2 + 3 * w ^ 2) / (E n ^ 2 - w ^ 2) ^ 3)) := by
    refine (tendsto_finsetSum _ fun n _ => ?_).neg
    have hc : Continuous (fun η : ℝ => f n * (E n ^ 2 + 3 * w ^ 2 + η ^ 2)) := by fun_prop
    have hnum : Tendsto (fun η : ℝ => f n * (E n ^ 2 + 3 * w ^ 2 + η ^ 2)) (𝓝[≠] 0)
        (𝓝 (f n * (E n ^ 2 + 3 * w ^ 2))) :=
      (hc.tendsto' 0 _ (by simp)).mono_left nhdsWithin_le_nhds
    rw [show (E n ^ 2 - w ^ 2) ^ 3 = (E n ^ 2 - w ^ 2) * (E n ^ 2 - w ^ 2) ^ 2 by ring]
    exact hnum.div ((lineDenominator_tendsto (E n) w).const_mul _)
      (mul_ne_zero (hD n) (pow_ne_zero 2 (hD n)))
  refine hlim.congr' ?_
  filter_upwards [self_mem_nhdsWithin] with η hη
  have hη' : η ≠ 0 := hη
  -- the zeroth order cancels and a factor `η ^ 2` remains
  rw [(damped_parts f E fun n => Or.inl (h n)).1, undamped, ← Finset.sum_sub_distrib,
    Finset.sum_div, ← Finset.sum_neg_distrib]
  refine Finset.sum_congr rfl fun n _ => ?_
  have hd : lineDenominator (E n) w η ≠ 0 := (lineDenominator_pos (Or.inl (h n))).ne'
  rw [div_sub_div _ _ hd (hD n), eq_div_iff (pow_ne_zero 2 hη'), ← neg_div,
    div_mul_eq_mul_div, mul_comm (E n ^ 2 - w ^ 2) (lineDenominator (E n) w η)]
  congr 1
  unfold lineDenominator
  ring

/-- Off resonance, the coefficient of the linear absorption is the frequency derivative of
the undamped polarizability, and the derivative of that coefficient is
`2 ∑ f (E ^ 2 + 3 w ^ 2) / (E ^ 2 - w ^ 2) ^ 3`. -/
theorem undamped_derivatives (f E : ι → ℝ) {w : ℝ} (h : ∀ n, w ^ 2 ≠ E n ^ 2) :
    HasDerivAt (undamped f E) (2 * w * ∑ n, f n / (E n ^ 2 - w ^ 2) ^ 2) w ∧
    HasDerivAt (fun x : ℝ => 2 * x * ∑ n, f n / (E n ^ 2 - x ^ 2) ^ 2)
      (2 * ∑ n, f n * (E n ^ 2 + 3 * w ^ 2) / (E n ^ 2 - w ^ 2) ^ 3) w := by
  have hD : ∀ n, E n ^ 2 - w ^ 2 ≠ 0 := fun n => sub_ne_zero.2 (h n).symm
  have hq : ∀ n, HasDerivAt (fun x : ℝ => E n ^ 2 - x ^ 2) (-(2 * w)) w := fun n => by
    simpa using (hasDerivAt_pow 2 w).const_sub (E n ^ 2)
  constructor
  · have hn : ∀ n, HasDerivAt (fun x : ℝ => f n / (E n ^ 2 - x ^ 2))
        (2 * w * (f n / (E n ^ 2 - w ^ 2) ^ 2)) w := fun n =>
      ((hasDerivAt_const w (f n)).fun_div (hq n) (hD n)).congr_deriv (by ring)
    rw [Finset.mul_sum]
    have hs := HasDerivAt.fun_sum (u := Finset.univ) (fun n _ => hn n)
    exact hs
  · have hn : ∀ n, HasDerivAt (fun x : ℝ => f n / (E n ^ 2 - x ^ 2) ^ 2)
        (f n * (4 * w) / (E n ^ 2 - w ^ 2) ^ 3) w := fun n => by
      have hp : HasDerivAt (fun x : ℝ => (E n ^ 2 - x ^ 2) ^ 2)
          (2 * (E n ^ 2 - w ^ 2) * (-(2 * w))) w :=
        ((hq n).fun_pow 2).congr_deriv (by norm_num)
      refine ((hasDerivAt_const w (f n)).fun_div hp (pow_ne_zero 2 (hD n))).congr_deriv ?_
      rw [div_eq_div_iff (pow_ne_zero 2 (pow_ne_zero 2 (hD n))) (pow_ne_zero 3 (hD n))]
      ring
    have hs := HasDerivAt.fun_sum (u := Finset.univ) (fun n _ => hn n)
    -- product rule, then comparison term by term
    refine (((hasDerivAt_id' w).const_mul 2).fun_mul hs).congr_deriv ?_
    simp only [Finset.mul_sum, ← Finset.sum_add_distrib]
    refine Finset.sum_congr rfl fun n _ => ?_
    have e : f n / (E n ^ 2 - w ^ 2) ^ 2 =
        f n * (E n ^ 2 - w ^ 2) / (E n ^ 2 - w ^ 2) ^ 3 := by
      rw [div_eq_div_iff (pow_ne_zero 2 (hD n)) (pow_ne_zero 3 (hD n))]
      ring
    rw [e]
    ring

/-- For a single oscillator driven at its own nonzero frequency `E`, the absorptive part
multiplied by the damping `η` tends to `f / (2 E)` as `η` tends to zero. -/
theorem resonant_absorption (f : ℝ) {E : ℝ} (hE : E ≠ 0) :
    Tendsto (fun η : ℝ => η * (polarizability (fun _ : Unit => f) (fun _ => E)
        ((E : ℂ) + η * Complex.I)).im) (𝓝[≠] 0) (𝓝 (f / (2 * E))) := by
  have hc : Continuous (fun η : ℝ => η ^ 2 + 4 * E ^ 2) := by fun_prop
  have hden : Tendsto (fun η : ℝ => η ^ 2 + 4 * E ^ 2) (𝓝[≠] 0) (𝓝 (4 * E ^ 2)) :=
    (hc.tendsto' 0 _ (by simp)).mono_left nhdsWithin_le_nhds
  have hlim : Tendsto (fun η : ℝ => f * (2 * E) / (η ^ 2 + 4 * E ^ 2)) (𝓝[≠] 0)
      (𝓝 (f * (2 * E) / (4 * E ^ 2))) :=
    tendsto_const_nhds.div hden (by positivity)
  have e : f / (2 * E) = f * (2 * E) / (4 * E ^ 2) := by
    rw [div_eq_div_iff (by positivity) (by positivity)]
    ring
  rw [e]
  refine hlim.congr' ?_
  filter_upwards [self_mem_nhdsWithin] with η hη
  have hη' : η ≠ 0 := hη
  -- on resonance the line denominator itself vanishes like `η ^ 2`
  have hl : lineDenominator E E η = η ^ 2 * (η ^ 2 + 4 * E ^ 2) := by
    unfold lineDenominator
    ring
  rw [(damped_parts (fun _ : Unit => f) (fun _ => E) fun _ => Or.inr hη').2]
  simp only [Finset.univ_unique, Finset.sum_singleton]
  rw [hl, ← mul_div_assoc, div_eq_div_iff (by positivity) (by positivity)]
  ring

end

end DampedPolarizability
```

```lean
#print axioms DampedPolarizability.absorption_limit
#print axioms DampedPolarizability.dispersion_limit
#print axioms DampedPolarizability.undamped_derivatives
#print axioms DampedPolarizability.resonant_absorption
```

```
'DampedPolarizability.absorption_limit' depends on axioms: [propext, Classical.choice, Quot.sound]
'DampedPolarizability.dispersion_limit' depends on axioms: [propext, Classical.choice, Quot.sound]
'DampedPolarizability.undamped_derivatives' depends on axioms: [propext, Classical.choice, Quot.sound]
'DampedPolarizability.resonant_absorption' depends on axioms: [propext, Classical.choice, Quot.sound]
```

### The algebra and limits in the proof

`lineDenominator_pos` shows that \(L_n>0\) off resonance or at nonzero damping. At \(\eta=0\) it reduces to \(D_n^2\). At nonzero \(\eta\), the case \(w=0\) leaves \((E_n^2+\eta^2)^2\), and otherwise \(4w^2\eta^2\) is already positive.

`oscillator_term` performs the conjugate multiplication. Its intermediate identity `hprod` says that the denominator times its conjugate is \(L_n\); `linear_combination` proves it using \(i^2=-1\). The same identity shows that the complex denominator is nonzero, which justifies the division. `damped_parts` sums these terms and reads off the real and imaginary parts.

`lineDenominator_tendsto` obtains \(L_n(\eta)\to D_n^2\) from continuity. Both off-resonant limit proofs first establish the limit of the expression in which the small factor has already cancelled. They then use `congr'` to transfer it to the original quotient, since the two agree for every \(\eta\ne0\). In `absorption_limit` one factor of \(\eta\) cancels. In `dispersion_limit`, `div_sub_div` puts the damped and undamped terms over a common denominator, and `ring` confirms the numerator identity after \(L_n\) is expanded.

`undamped_derivatives` differentiates each quotient and sums the results. For the second derivative it also applies the product rule to \(2x\) times the sum, then brings \(1/D_n^2\) over \(D_n^3\) so that the terms combine into \(E_n^2+3w^2\).

`resonant_absorption` uses `damped_parts` again, now justified by \(\eta\ne0\) instead of by distance from resonance. The factorisation `hl` extracts \(\eta^2\) from the line denominator, and continuity of \(\eta^2+4E^2\) gives the limit.
